# Conjugate gradients can fail at the first step for an invertible symmetric matrix

Let A₀ = diag(1, −1) and b₀ = (1, 1). The system A₀x = b₀ has an invertible symmetric matrix and the solution (1, −1). Yet conjugate gradients started from x = 0 cannot take their first step: no multiple of b₀ has a residual orthogonal to b₀, and the quadratic functional of the method is unbounded below along b₀. For a general real square matrix A, the first step from zero exists for every nonzero right-hand side exactly when the quadratic form ⟨x, Ax⟩ is positive definite or negative definite.

## The failure computed by hand

For a system Ax = b, write the residual and the functional as

r(x) = b − Ax,

E(x) = ½⟨x, Ax⟩ − ⟨b, x⟩.

A step from x along a direction p goes to x + tp, with the real number t chosen so that the new residual is orthogonal to p. The first conjugate-gradient step from x = 0 has p = r(0) = b.

In the example, A₀(tb₀) = (t, −t), so the residual at tb₀ is (1 − t, 1 + t). Hence

⟨b₀, r(tb₀)⟩ = (1 − t) + (1 + t) = 2,

E(tb₀) = ½(t² − t²) − 2t = −2t.

The overlap is 2 for every t, and E falls without limit as t grows. Since b₀ has length √2, the overlap with the unit vector b₀/√2 is √2. The cause is that ⟨b₀, A₀b₀⟩ = 1 − 1 = 0.

## Steps along a general direction

For any A, b, x and p, linearity gives

⟨p, r(x + tp)⟩ = ⟨p, r(x)⟩ − t⟨p, Ap⟩.

If ⟨p, Ap⟩ ≠ 0, the step is t = ⟨p, r(x)⟩ / ⟨p, Ap⟩. If ⟨p, Ap⟩ = 0, the overlap does not depend on t, and a step exists only if the overlap was zero from the start.

Expanding the functional gives

E(x + tp) = E(x) + ½t(⟨x, Ap⟩ + ⟨p, Ax⟩) − t⟨b, p⟩ + ½t²⟨p, Ap⟩.

For symmetric A the two cross terms are equal, and therefore

E(x + tp) = E(x) − t⟨p, r(x)⟩ + ½t²⟨p, Ap⟩.

When ⟨p, Ap⟩ = 0 and g = ⟨p, r(x)⟩ ≠ 0, this is a straight line with nonzero slope. Given any bound M, the choice t = (E(x) − M + 1)/g yields the value M − 1.

## Which matrices always allow a first step

At x = 0 with p = b ≠ 0, the overlap is ⟨b, b⟩ > 0, so the first step exists exactly when ⟨b, Ab⟩ ≠ 0. A definite form satisfies this for every nonzero b.

Conversely, suppose that the first step always exists but the form is neither positive nor negative definite. Then there are nonzero vectors u and v with ⟨u, Au⟩ ≥ 0 and ⟨v, Av⟩ ≤ 0. Neither value is zero, because the first step exists for u and for v, so the form takes both signs. Consider

⟨u + tv, A(u + tv)⟩ = a + ct + dt²,

with a = ⟨u, Au⟩ > 0, c = ⟨u, Av⟩ + ⟨v, Au⟩ and d = ⟨v, Av⟩ < 0. The discriminant c² − 4da is positive, so there is a real root t. The vector u + tv is nonzero: otherwise u = −tv, and ⟨u, Au⟩ = t²⟨v, Av⟩ ≤ 0, a contradiction. It is thus a nonzero right-hand side without a first step.

In electronic structure, matrices whose form takes both signs arise as H − σI, where H is a Hamiltonian matrix, I is the identity matrix and the real shift σ lies strictly between the lowest and highest eigenvalues of H; for a finite real symmetric H, exact arithmetic, no preconditioner and a start from zero, some right-hand side then has no first step.

## Residual and functional in Lean

The index type `n` is finite and otherwise arbitrary. Vectors are functions `n → ℝ`, `⬝ᵥ` is the dot product and `*ᵥ` applies a matrix to a vector, so `p ⬝ᵥ A *ᵥ p` is ⟨p, Ap⟩.

```lean
import Mathlib

open Matrix

namespace ConjugateGradientBreakdown

noncomputable section

variable {n : Type*} [Fintype n]
```

The residual has the sign convention b − Ax.

```lean
/-- The residual `b - A x` of the linear system `A x = b` at the iterate `x`. -/
def residual (A : Matrix n n ℝ) (b x : n → ℝ) : n → ℝ := b - A *ᵥ x
```

The functional has the factor ½ in its quadratic term, which makes its gradient −r(x) for symmetric A.

```lean
/-- The quadratic functional `½⟨x, A x⟩ - ⟨b, x⟩` of the conjugate-gradient method. -/
def energy (A : Matrix n n ℝ) (b x : n → ℝ) : ℝ :=
  (1 / 2) * (x ⬝ᵥ A *ᵥ x) - b ⬝ᵥ x
```

## The two expansions along a line

The first lemma is the affine formula for the overlap and needs no symmetry. The `simp only` call distributes the products over the sums, and `ring` collects the terms.

```lean
/-- Along a search direction `p`, the overlap of `p` with the residual is affine in the
step length, with slope `-⟨p, A p⟩`. -/
theorem residual_along (A : Matrix n n ℝ) (b x p : n → ℝ) (t : ℝ) :
    p ⬝ᵥ residual A b (x + t • p) = p ⬝ᵥ residual A b x - t * (p ⬝ᵥ A *ᵥ p) := by
  unfold residual
  simp only [Matrix.mulVec_add, Matrix.mulVec_smul, dotProduct_sub, dotProduct_add,
    dotProduct_smul, smul_eq_mul]
  ring
```

The second lemma is the quadratic formula for E. Its hypothesis `hA` says that A equals its transpose. The auxiliary statement `hs` uses this to identify the two cross terms; the rest is expansion.

```lean
/-- For symmetric `A`, the functional along a search direction `p` is a polynomial of degree at most
two in the step length, with curvature `⟨p, A p⟩` and initial slope minus the overlap of `p` with
the residual. -/
theorem energy_along {A : Matrix n n ℝ} (hA : A.IsSymm) (b x p : n → ℝ) (t : ℝ) :
    energy A b (x + t • p) =
      energy A b x - t * (p ⬝ᵥ residual A b x) + t ^ 2 / 2 * (p ⬝ᵥ A *ᵥ p) := by
  -- symmetry merges the two cross terms
  have hs : x ⬝ᵥ A *ᵥ p = p ⬝ᵥ A *ᵥ x := by
    rw [Matrix.dotProduct_mulVec, ← Matrix.mulVec_transpose, hA.eq]
    exact dotProduct_comm _ _
  unfold energy residual
  simp only [Matrix.mulVec_add, Matrix.mulVec_smul, add_dotProduct, dotProduct_add,
    smul_dotProduct, dotProduct_smul, dotProduct_sub, smul_eq_mul]
  rw [hs, dotProduct_comm b p]
  ring
```

## Existence of a step and breakdown

A step is expressed as the existence of a suitable `t`, not as the quotient ⟨p, r(x)⟩ / ⟨p, Ap⟩, since Lean assigns a value to division by zero and the quotient would hide the failure. The forward direction splits on whether ⟨p, Ap⟩ vanishes. The reverse direction supplies the quotient in one case and `t = 0` in the other.

```lean
/-- A step along `p` that makes the new residual orthogonal to `p` exists exactly when
`⟨p, A p⟩` is nonzero or the old residual is already orthogonal to `p`. -/
theorem exists_step_iff (A : Matrix n n ℝ) (b x p : n → ℝ) :
    (∃ t : ℝ, p ⬝ᵥ residual A b (x + t • p) = 0) ↔
      p ⬝ᵥ A *ᵥ p ≠ 0 ∨ p ⬝ᵥ residual A b x = 0 := by
  constructor
  · rintro ⟨t, ht⟩
    rw [residual_along] at ht
    by_cases h : p ⬝ᵥ A *ᵥ p = 0
    · right
      rw [h] at ht
      linarith
    · exact Or.inl h
  · rintro (h | h)
    · exact ⟨(p ⬝ᵥ residual A b x) / (p ⬝ᵥ A *ᵥ p), by
        rw [residual_along, div_mul_cancel₀ _ h, sub_self]⟩
    · exact ⟨0, by rw [residual_along, h]; ring⟩
```

The breakdown theorem assumes a symmetric matrix, a direction with ⟨p, Ap⟩ = 0 and a nonzero overlap. Physically, the functional has no curvature along p but does have a slope. The first conclusion follows from the preceding criterion; the second inserts the step length that reaches M − 1.

```lean
/-- If `A` is symmetric, `⟨p, A p⟩ = 0` and the residual overlaps with `p`, then no step
along `p` makes the residual orthogonal to `p`, and the functional is unbounded below
along `p`. -/
theorem breakdown {A : Matrix n n ℝ} (hA : A.IsSymm) (b x p : n → ℝ)
    (h0 : p ⬝ᵥ A *ᵥ p = 0) (hr : p ⬝ᵥ residual A b x ≠ 0) :
    (∀ t : ℝ, p ⬝ᵥ residual A b (x + t • p) ≠ 0) ∧
      ∀ M : ℝ, ∃ t : ℝ, energy A b (x + t • p) < M := by
  constructor
  · intro t ht
    rcases (exists_step_iff A b x p).mp ⟨t, ht⟩ with h | h
    · exact h h0
    · exact hr h
  · intro M
    -- the functional is affine in t, so we can solve for the value M - 1
    refine ⟨(energy A b x - M + 1) / (p ⬝ᵥ residual A b x), ?_⟩
    rw [energy_along hA, h0, div_mul_cancel₀ _ hr]
    linarith
```

Without symmetry the second conclusion can fail. Take the matrix A with rows (0, 1) and (−1, 0), and b = 0, x = (0, 1), p = (1, 0). Then ⟨p, Ap⟩ = 0 and r(x) = (−1, 0), so the overlap is −1. But ⟨y, Ay⟩ = 0 for every y, so E is identically zero and certainly bounded below.

## Neutral vectors and definiteness

The next lemma produces the nonzero vector on which a form of both signs vanishes. Inside it, `root` proves the quadratic formula in the shape needed: `hD` shows that the discriminant is nonnegative, t is chosen with 2dt + c equal to its square root, and `linear_combination` checks the identity

4d(dt² + ct + a) = (2dt + c)² − (c² − 4da).

The last two bullets show that u + tv is nonzero and that the form vanishes there.

```lean
/-- If the quadratic form of `A` takes a positive and a negative value, then it vanishes on
some nonzero vector. -/
theorem exists_neutral_vector (A : Matrix n n ℝ) (u v : n → ℝ)
    (hu : 0 < u ⬝ᵥ A *ᵥ u) (hv : v ⬝ᵥ A *ᵥ v < 0) :
    ∃ b : n → ℝ, b ≠ 0 ∧ b ⬝ᵥ A *ᵥ b = 0 := by
  -- a quadratic polynomial whose leading and constant coefficients have opposite signs has a real root
  have root : ∀ a c d : ℝ, 0 < a → d < 0 → ∃ t : ℝ, d * t ^ 2 + c * t + a = 0 := by
    intro a c d ha hd
    have hD : 0 ≤ c ^ 2 - 4 * d * a := by nlinarith [sq_nonneg c, mul_pos ha (neg_pos.mpr hd)]
    have hs := Real.sq_sqrt hD
    have hd2 : 2 * d ≠ 0 := by linarith
    obtain ⟨t, ht⟩ : ∃ t : ℝ, 2 * d * t = -c + Real.sqrt (c ^ 2 - 4 * d * a) :=
      ⟨(-c + Real.sqrt (c ^ 2 - 4 * d * a)) / (2 * d), mul_div_cancel₀ _ hd2⟩
    refine ⟨t, ?_⟩
    have h4 : 4 * d * (d * t ^ 2 + c * t + a) = 0 := by
      linear_combination (2 * d * t + c + Real.sqrt (c ^ 2 - 4 * d * a)) * ht + hs
    exact (mul_eq_zero.mp h4).resolve_left (by linarith)
  obtain ⟨t, ht⟩ := root _ (u ⬝ᵥ A *ᵥ v + v ⬝ᵥ A *ᵥ u) _ hu hv
  refine ⟨u + t • v, ?_, ?_⟩
  · -- otherwise u is a multiple of v and the form could not be positive at u
    intro h
    have h' : u = (-t) • v := by
      rw [neg_smul]
      exact eq_neg_of_add_eq_zero_left h
    rw [h'] at hu
    simp only [Matrix.mulVec_smul, smul_dotProduct, dotProduct_smul, smul_eq_mul] at hu
    nlinarith [mul_nonneg (sq_nonneg t) (neg_nonneg.mpr hv.le)]
  · simp only [Matrix.mulVec_add, Matrix.mulVec_smul, add_dotProduct, dotProduct_add,
      smul_dotProduct, dotProduct_smul, smul_eq_mul]
    linear_combination ht
```

Setting x = 0 and p = b specialises the step criterion. The alternative that the residual is already orthogonal to b is excluded by `hbb`, which says that a nonzero real vector has nonzero squared length.

```lean
/-- Started from zero with a nonzero right-hand side `b`, the first conjugate-gradient step
exists exactly when `⟨b, A b⟩` is nonzero. -/
theorem first_step_iff (A : Matrix n n ℝ) {b : n → ℝ} (hb : b ≠ 0) :
    (∃ t : ℝ, b ⬝ᵥ residual A b (t • b) = 0) ↔ b ⬝ᵥ A *ᵥ b ≠ 0 := by
  have h := exists_step_iff A b 0 b
  simp only [zero_add] at h
  have hr : residual A b 0 = b := by simp [residual]
  have hbb : b ⬝ᵥ b ≠ 0 := fun h0 => hb (dotProduct_self_eq_zero.mp h0)
  rw [h, hr]
  exact ⟨fun k => k.resolve_right hbb, Or.inl⟩
```

The definiteness criterion does not assume that A is symmetric; positive and negative definite refer only to the sign of ⟨x, Ax⟩ on nonzero vectors. The forward direction argues by contradiction: `push Not` turns the negated definiteness into two existence statements, `obtain` names the vectors v and u, `first_step_iff` makes their inequalities strict, and `exists_neutral_vector` gives the offending right-hand side. The reverse direction reads off that a positive or negative number is nonzero.

```lean
/-- The first conjugate-gradient step from zero exists for every nonzero right-hand side
exactly when the quadratic form of `A` is positive definite or negative definite. -/
theorem first_step_always_iff_definite (A : Matrix n n ℝ) :
    (∀ b : n → ℝ, b ≠ 0 → ∃ t : ℝ, b ⬝ᵥ residual A b (t • b) = 0) ↔
      (∀ x : n → ℝ, x ≠ 0 → 0 < x ⬝ᵥ A *ᵥ x) ∨
        (∀ x : n → ℝ, x ≠ 0 → x ⬝ᵥ A *ᵥ x < 0) := by
  constructor
  · intro h
    by_contra hn
    push Not at hn
    obtain ⟨⟨v, hv, hv'⟩, ⟨u, hu, hu'⟩⟩ := hn
    have hvn := (first_step_iff A hv).mp (h v hv)
    have hun := (first_step_iff A hu).mp (h u hu)
    obtain ⟨b, hb, hb0⟩ := exists_neutral_vector A u v
      (lt_of_le_of_ne hu' (Ne.symm hun)) (lt_of_le_of_ne hv' hvn)
    exact (first_step_iff A hb).mp (h b hb) hb0
  · rintro (h | h) b hb
    · exact (first_step_iff A hb).mpr (h b hb).ne'
    · exact (first_step_iff A hb).mpr (h b hb).ne
```

The criterion concerns the first step only. Later search directions, their recurrences and rounding errors are not modelled, and neither are complex Hermitian matrices.

## The two-by-two example in Lean

The matrix and the right-hand side are entered explicitly.

```lean
/-- The indefinite matrix `diag(1, -1)`. -/
def A₀ : Matrix (Fin 2) (Fin 2) ℝ := !![1, 0; 0, -1]

/-- The right-hand side `(1, 1)`. -/
def b₀ : Fin 2 → ℝ := ![1, 1]
```

The final theorem joins six statements: A₀ is symmetric, its determinant is nonzero, (1, −1) solves the system, ⟨b₀, A₀b₀⟩ = 0, no multiple of b₀ has a residual orthogonal to b₀, and E takes values below every real M on the line through b₀. The proof computes the vanishing form in `h0` and the initial overlap 2 in `hr`, then applies `breakdown` with x = 0 and p = b₀. The determinant is computed with the two-by-two formula, and the symmetry and the solution are checked entry by entry.

```lean
/-- The matrix `diag(1, -1)` is symmetric and invertible, and `(1, -1)` solves the system with
right-hand side `b = (1, 1)`. Yet `⟨b, A b⟩ = 0`, no multiple of `b` has a residual orthogonal
to `b`, and the functional is unbounded below along `b`. -/
theorem conjugate_gradient_breakdown :
    A₀.IsSymm ∧ A₀.det ≠ 0 ∧ A₀ *ᵥ ![1, -1] = b₀ ∧ b₀ ⬝ᵥ A₀ *ᵥ b₀ = 0 ∧
      (∀ t : ℝ, b₀ ⬝ᵥ residual A₀ b₀ (t • b₀) ≠ 0) ∧
      ∀ M : ℝ, ∃ t : ℝ, energy A₀ b₀ (t • b₀) < M := by
  have hA : A₀.IsSymm := by
    apply Matrix.IsSymm.ext
    intro i j
    fin_cases i <;> fin_cases j <;> simp [A₀]
  have h0 : b₀ ⬝ᵥ A₀ *ᵥ b₀ = 0 := by
    simp [A₀, b₀, Matrix.mulVec, dotProduct, Fin.sum_univ_two]
  -- at the starting point zero the residual is b itself, with squared length 2
  have hr : b₀ ⬝ᵥ residual A₀ b₀ 0 ≠ 0 := by
    have h2 : b₀ ⬝ᵥ residual A₀ b₀ 0 = 2 := by
      simp only [residual, Matrix.mulVec_zero, sub_zero]
      norm_num [b₀, dotProduct, Fin.sum_univ_two]
    rw [h2]
    norm_num
  have hb := breakdown hA b₀ 0 b₀ h0 hr
  simp only [zero_add] at hb
  refine ⟨hA, ?_, ?_, h0, hb.1, hb.2⟩
  · simp [A₀, Matrix.det_fin_two]
  · ext i
    fin_cases i <;> simp [A₀, b₀, Matrix.mulVec, dotProduct, Fin.sum_univ_two]

end

end ConjugateGradientBreakdown
```

```lean
#print axioms ConjugateGradientBreakdown.first_step_always_iff_definite
#print axioms ConjugateGradientBreakdown.conjugate_gradient_breakdown
```

```
'ConjugateGradientBreakdown.first_step_always_iff_definite' depends on axioms: [propext, Classical.choice, Quot.sound]
'ConjugateGradientBreakdown.conjugate_gradient_breakdown' depends on axioms: [propext, Classical.choice, Quot.sound]
```
